# The Boltzmann factors of a quantum harmonic oscillator sum to exp(−F/T), with F its free energy

A single harmonic oscillator of squared frequency y > 0 at temperature T > 0 has the levels √y (k + 1/2), k = 0, 1, 2, …, in units where ħ and the Boltzmann constant are one. The theorem `hasSum_boltzmann` states that the series of Boltzmann factors exp(−√y (k + 1/2)/T) converges with sum exp(−F/T), where F = T log(2 sinh(√y/(2T))). The attempt sets x = √y/(2T) and takes Mathlib's geometric series of ratio exp(−2x), multiplied by exp(−x). It then uses `convert` to match the terms and the sum with those of the theorem.

Lean 4 with Mathlib refuses this proof:

```lean
import Mathlib

open Matrix

namespace HasSumBoltzmann

noncomputable section

/-- Free energy of a quantum harmonic oscillator of squared frequency `y > 0` at temperature
`T > 0`, in units where the reduced Planck constant and the Boltzmann constant are one. -/
def modeFreeEnergy (T y : ℝ) : ℝ :=
  T * Real.log (2 * Real.sinh (Real.sqrt y / (2 * T)))

/-- For `T > 0` and `y > 0`, the Boltzmann factors of the levels `√y (k + 1/2)` sum to
`exp (-F / T)`, where `F` is the oscillator free energy. -/
theorem hasSum_boltzmann {T y : ℝ} (hT : 0 < T) (hy : 0 < y) :
    HasSum (fun k : ℕ => Real.exp (-(Real.sqrt y * (k + 1 / 2)) / T))
      (Real.exp (-modeFreeEnergy T y / T)) := by
  obtain ⟨x, hx⟩ : ∃ x, x = Real.sqrt y / (2 * T) := ⟨_, rfl⟩
  have hs : 0 < Real.sqrt y := Real.sqrt_pos.2 hy
  have hx0 : 0 < x := by rw [hx]; positivity
  have hsinh : 0 < Real.sinh x := Real.sinh_pos_iff.2 hx0
  have hlt : Real.exp (-(2 * x)) < 1 := Real.exp_lt_one (by linarith)
  -- the levels are equally spaced, so the sum is a geometric series
  have h := (hasSum_geometric_of_lt_one (Real.exp_pos _).le hlt).mul_left (Real.exp (-x))
  convert h using 1
  · ext k
    rw [← Real.exp_nat_mul, ← Real.exp_add]
    congr 1
    rw [hx]
    field_simp <;> ring
  · have e : -modeFreeEnergy T y / T = -Real.log (2 * Real.sinh x) := by
      rw [modeFreeEnergy, ← hx, neg_div, mul_div_cancel_left₀ _ hT.ne']
    have hE : Real.exp (-(2 * x)) = Real.exp (-x) * Real.exp (-x) := by
      rw [← Real.exp_add]
      congr 1
      ring
    have hp : Real.exp x * Real.exp (-x) = 1 := by
      rw [← Real.exp_add, add_neg_cancel, Real.exp_zero]
    have h3 : 1 - Real.exp (-(2 * x)) = Real.exp (-x) * (2 * Real.sinh x) := by
      rw [Real.sinh_eq]
      linear_combination -hE - hp
    rw [e, Real.exp_neg, Real.exp_log (by positivity), h3, mul_inv, ← mul_assoc,
      mul_inv_cancel₀ (Real.exp_pos _).ne', one_mul]

end

end HasSumBoltzmann
```

Messages:

```
Main.lean:23:40: error(lean.unknownIdentifier): Unknown constant `Real.exp_lt_one`
Main.lean:28:8: error: Tactic `rewrite` failed: Did not find an occurrence of the pattern
  Real.exp ?x ^ ?n
in the target expression
  k + x✝ = k + x✝

case e'_3
T y : ℝ
hT : 0 < T
hy : 0 < y
x : ℝ
hx : x = √y / (2 * T)
hs : 0 < √y
hx0 : 0 < x
hsinh : 0 < Real.sinh x
hlt : Real.exp (-(2 * x)) < 1
h : HasSum (fun i => Real.exp (-x) * Real.exp (-(2 * x)) ^ i) (Real.exp (-x) * (1 - Real.exp (-(2 * x)))⁻¹)
k x✝ : ℝ
⊢ k + x✝ = k + x✝
Main.lean:43:8: error: Tactic `rewrite` failed: Did not find an occurrence of the pattern
  -modeFreeEnergy T y / T
in the target expression
  (fun k => Real.exp (-(√y * (↑k + 1 / 2)) / T)) = fun i => Real.exp (-x) * Real.exp (-(2 * x)) ^ i

case e'_5
T y : ℝ
hT : 0 < T
hy : 0 < y
x : ℝ
hx : x = √y / (2 * T)
hs : 0 < √y
hx0 : 0 < x
hsinh : 0 < Real.sinh x
hlt : Real.exp (-(2 * x)) < 1
h : HasSum (fun i => Real.exp (-x) * Real.exp (-(2 * x)) ^ i) (Real.exp (-x) * (1 - Real.exp (-(2 * x)))⁻¹)
e : -modeFreeEnergy T y / T = -Real.log (2 * Real.sinh x)
hE : Real.exp (-(2 * x)) = Real.exp (-x) * Real.exp (-x)
hp : Real.exp x * Real.exp (-x) = 1
h3 : 1 - Real.exp (-(2 * x)) = Real.exp (-x) * (2 * Real.sinh x)
⊢ (fun k => Real.exp (-(√y * (↑k + 1 / 2)) / T)) = fun i => Real.exp (-x) * Real.exp (-(2 * x)) ^ i
Main.lean:18:46: error: unsolved goals
case e'_6
T y : ℝ
hT : 0 < T
hy : 0 < y
x : ℝ
hx : x = √y / (2 * T)
hs : 0 < √y
hx0 : 0 < x
hsinh : 0 < Real.sinh x
hlt : Real.exp (-(2 * x)) < 1
h : HasSum (fun i => Real.exp (-x) * Real.exp (-(2 * x)) ^ i) (Real.exp (-x) * (1 - Real.exp (-(2 * x)))⁻¹)
⊢ Real.exp (-modeFreeEnergy T y / T) = Real.exp (-x) * (1 - Real.exp (-(2 * x)))⁻¹
```

Cause. The first message says that the constant `Real.exp_lt_one` does not exist; the repair uses the reverse direction of `Real.exp_lt_one_iff`.

The other three have one cause. `convert h using 1` left three goals where the proof had two bullets. The extra one, `e'_3`, came first and asked that two additive structures on ℝ be equal; `ext k` turned it into `k + x✝ = k + x✝`, which has no exponential to rewrite. The second bullet, written for the value of the sum, thus met the equality of the terms, where `rw [e]` found nothing, and the value's own goal, `e'_6`, was left unsolved.

The repair drops `convert`, states the two intended equalities as `hf` and `hv`, rewrites with them and closes with `exact h`. Each argument now meets its own goal, and `exact` accepts the two additive structures as the same by definition.

One change in the last rewrite of `hv` prevents an error that the failing run never reached. A bare `mul_inv` would first match the inverse of 2 sinh x on the left-hand side, and the later cancellation would find nothing to cancel. `mul_inv (Real.exp (-x))` selects the product on the right. The separate `ring` line, `h2` and the other explicit arguments are tidying.

After these edits no error is left:

```diff
@@ -21,14 +21,19 @@
   have hx0 : 0 < x := by rw [hx]; positivity
   have hsinh : 0 < Real.sinh x := Real.sinh_pos_iff.2 hx0
-  have hlt : Real.exp (-(2 * x)) < 1 := Real.exp_lt_one (by linarith)
+  have hlt : Real.exp (-(2 * x)) < 1 := Real.exp_lt_one_iff.2 (by linarith)
   -- the levels are equally spaced, so the sum is a geometric series
   have h := (hasSum_geometric_of_lt_one (Real.exp_pos _).le hlt).mul_left (Real.exp (-x))
-  convert h using 1
-  · ext k
+  have hf : (fun k : ℕ => Real.exp (-(Real.sqrt y * (k + 1 / 2)) / T)) =
+      fun k : ℕ => Real.exp (-x) * Real.exp (-(2 * x)) ^ k := by
+    funext k
     rw [← Real.exp_nat_mul, ← Real.exp_add]
     congr 1
     rw [hx]
-    field_simp <;> ring
-  · have e : -modeFreeEnergy T y / T = -Real.log (2 * Real.sinh x) := by
+    field_simp
+    ring
+  have hv : Real.exp (-modeFreeEnergy T y / T) =
+      Real.exp (-x) * (1 - Real.exp (-(2 * x)))⁻¹ := by
+    have h2 : 0 < 2 * Real.sinh x := by linarith
+    have e : -modeFreeEnergy T y / T = -Real.log (2 * Real.sinh x) := by
       rw [modeFreeEnergy, ← hx, neg_div, mul_div_cancel_left₀ _ hT.ne']
     have hE : Real.exp (-(2 * x)) = Real.exp (-x) * Real.exp (-x) := by
@@ -41,6 +46,8 @@
       rw [Real.sinh_eq]
       linear_combination -hE - hp
-    rw [e, Real.exp_neg, Real.exp_log (by positivity), h3, mul_inv, ← mul_assoc,
-      mul_inv_cancel₀ (Real.exp_pos _).ne', one_mul]
+    rw [e, Real.exp_neg (Real.log (2 * Real.sinh x)), Real.exp_log h2, h3,
+      mul_inv (Real.exp (-x)), ← mul_assoc, mul_inv_cancel₀ (Real.exp_pos (-x)).ne', one_mul]
+  rw [hf, hv]
+  exact h
 
 end
```
